# An operation that squares to one and has trace equal to the number of basis functions is the identity

Let a complex square matrix `D` represent, in a finite set of basis functions, an operation that gives the identity when applied twice, so that `D * D = 1`. The theorem `trace_eq_card_iff` says that the trace of `D` equals the number of basis functions exactly when `D` is the identity matrix; `D` need not be Hermitian or unitary. For the forward direction, the proof uses the earlier result that the trace is the number of basis functions minus twice the dimension of the odd space, the vectors whose sign `D` reverses. That dimension must then be zero, so the projector `(1 - D) / 2` onto the odd space vanishes and `D = 1`. The converse is just the trace of the identity matrix.

Lean 4 with Mathlib refuses this proof:

```lean
import Mathlib

open Matrix

namespace InvolutionCharacter

noncomputable section

variable {n : Type*} [Fintype n] [DecidableEq n]

/-- The odd functions: the eigenspace of `D` for the eigenvalue `-1`. -/
def oddSpace (D : Matrix n n ℂ) : Submodule ℂ (n → ℂ) :=
  Module.End.eigenspace (Matrix.toLin' D) (-1)

/-- The matrix `(1 - D) / 2`. -/
def oddProjector (D : Matrix n n ℂ) : Matrix n n ℂ := (1 / 2 : ℂ) • (1 - D)

/-- A vector is odd exactly when `D` reverses its sign. -/
theorem mem_oddSpace (D : Matrix n n ℂ) (v : n → ℂ) :
    v ∈ oddSpace D ↔ D *ᵥ v = -v := by
  rw [oddSpace, Module.End.mem_eigenspace_iff, Matrix.toLin'_apply, neg_smul, one_smul]

/-- If `D² = 1`, then `(1 - D) / 2` is a projector onto the odd functions. -/
theorem oddProjector_isProj {D : Matrix n n ℂ} (hD : D * D = 1) :
    LinearMap.IsProj (oddSpace D) (Matrix.toLin' (oddProjector D)) := by
  have key : ∀ v : n → ℂ, oddProjector D *ᵥ v = (1 / 2 : ℂ) • (v - D *ᵥ v) := by
    intro v
    rw [oddProjector, Matrix.smul_mulVec, Matrix.sub_mulVec, Matrix.one_mulVec]
  constructor
  · -- the projected vector is odd, because D² = 1
    intro v
    rw [mem_oddSpace, Matrix.toLin'_apply, key, Matrix.mulVec_smul, Matrix.mulVec_sub,
      Matrix.mulVec_mulVec, hD, Matrix.one_mulVec]
    module
  · -- an odd vector is left unchanged
    intro v hv
    rw [mem_oddSpace] at hv
    rw [Matrix.toLin'_apply, key, hv]
    module

/-- If `D² = 1`, the trace of the `n × n` matrix `D` is `n - 2k`, where `k` is the dimension of the
`-1` eigenspace. -/
theorem trace_eq_card_sub_two_mul_odd {D : Matrix n n ℂ} (hD : D * D = 1) :
    D.trace = (Fintype.card n : ℂ) - 2 * (Module.finrank ℂ (oddSpace D) : ℂ) := by
  -- the trace of a projector is the dimension of its range
  have h := (oddProjector_isProj hD).trace
  rw [LinearMap.trace_eq_matrix_trace ℂ (Pi.basisFun ℂ n), LinearMap.toMatrix_eq_toMatrix',
    LinearMap.toMatrix'_toLin', oddProjector, Matrix.trace_smul, Matrix.trace_sub,
    Matrix.trace_one, smul_eq_mul] at h
  linear_combination (-2) * h

/-- Among the matrices with `D² = 1`, only the identity has a trace equal to the number of
basis functions. -/
theorem trace_eq_card_iff {D : Matrix n n ℂ} (hD : D * D = 1) :
    D.trace = (Fintype.card n : ℂ) ↔ D = 1 := by
  constructor
  · intro ht
    have h1 := trace_eq_card_sub_two_mul_odd hD
    have h2 : (Module.finrank ℂ (oddSpace D) : ℂ) = 0 := by
      linear_combination (1 / 2 : ℂ) * ht - (1 / 2 : ℂ) * h1
    have h3 : Module.finrank ℂ (oddSpace D) = 0 := by exact_mod_cast h2
    have h4 : oddSpace D = ⊥ := Submodule.finrank_eq_zero.mp h3
    -- without odd functions the projector vanishes
    have h5 : Matrix.toLin' (oddProjector D) = 0 := by
      refine LinearMap.ext fun v => ?_
      have hv := (oddProjector_isProj hD).map_mem v
      rw [h4] at hv
      exact (Submodule.mem_bot ℂ).mp hv
    have h6 : oddProjector D = 0 := Matrix.toLin'.injective (by rw [h5, map_zero])
    rw [oddProjector] at h6
    have h7 : 1 - D = 0 := (smul_eq_zero.mp h6).resolve_left (by norm_num)
    exact (sub_eq_zero.mp h7).symm
  · intro h
    rw [h, Matrix.trace_one]

end

end InvolutionCharacter
```

Lean reports:

```
Main.lean:60:6: error: ring failed, ring expressions not equal
n : Type u_1
inst✝¹ : Fintype n
inst✝ : DecidableEq n
D : Matrix n n ℂ
hD : D * D = 1
ht : D.trace = ↑(Fintype.card n)
h1 : D.trace = ↑(Fintype.card n) - 2 * ↑(Module.finrank ℂ ↥(oddSpace D))
⊢ ↑(Module.finrank ℂ ↥(oddSpace D)) * 2 = 0
```

Cause. The error is a wrong sign in the proof of `h2`, which says that the dimension of the odd space, call it k, is zero as a complex number. `linear_combination` subtracts the given combination of equations from the goal, left side minus right side, and asks `ring` to check that nothing remains.

Write N for the number of basis functions. Then `ht` says that the trace is N, and `h1` that it is N - 2k. Half of `ht` minus half of `h1` has left side minus right side equal to -k. Subtracting this from the goal's k gives 2k instead of zero, which is the `... * 2 = 0` left in the message. That equation does follow from the hypotheses, but `ring` proves only algebraic identities and does not use `ht` or `h1` itself.

The diff swaps the two hypotheses, so the combination gives +k, which cancels the goal's k exactly.

Fix (accepted with no message):

```diff
@@ -58,5 +58,5 @@
     have h1 := trace_eq_card_sub_two_mul_odd hD
     have h2 : (Module.finrank ℂ (oddSpace D) : ℂ) = 0 := by
-      linear_combination (1 / 2 : ℂ) * ht - (1 / 2 : ℂ) * h1
+      linear_combination (1 / 2 : ℂ) * h1 - (1 / 2 : ℂ) * ht
     have h3 : Module.finrank ℂ (oddSpace D) = 0 := by exact_mod_cast h2
     have h4 : oddSpace D = ⊥ := Submodule.finrank_eq_zero.mp h3
```
